# For Hermitian A, the largest Tr(EA) over effects E of trace k is the sum of the k largest eigenvalues

Suppose a density-matrix solver for $k$ electrons drops the condition $P^2=P$ and keeps two constraints on the Hermitian matrix $P$, written in an orthonormal basis: eigenvalues (natural occupations) between 0 and 1, and $\operatorname{Tr}P=k$. It then reports a band energy $\operatorname{Tr}(PH)$ below the sum of the $k$ lowest eigenvalues of the same fixed Hamiltonian matrix $H$. Without a bound on the relaxed problem, this could be a real gain from fractional occupation or a violated constraint, and the energy alone does not say which. The bound below settles the question: in exact arithmetic, a constraint has been violated.

## The bound and its use for band energies

Let $A$ be a Hermitian $n\times n$ matrix with eigenvalues $a_0\ge a_1\ge\dots\ge a_{n-1}$, numbered from zero as in the Lean file. An effect is a matrix $E$ such that $E$ and $I-E$ are both positive semidefinite. For an integer $0\le k\le n$,

$$\max\{\operatorname{Tr}(EA) : E \text{ an effect},\ \operatorname{Tr}E=k\}=S_k(A),\qquad S_k(A)=\sum_{i<k}a_i .$$

For $k$ non-interacting fermions with a fixed one-particle Hamiltonian matrix $H$ in an orthonormal spin-orbital basis, the one-particle density matrix $P$ is an effect of trace $k$. The bound $P\le I$ is the Pauli principle, $0\le P$ holds for any density matrix, and the trace is the particle number. Taking $A=-H$ turns the maximum into a minimum: the lowest $\operatorname{Tr}(PH)$ is the sum of the $k$ lowest eigenvalues of $H$. A code relies on this when it optimises over non-idempotent $P$ and expects the energy obtained by filling the lowest levels.

The check works in one direction. An energy below the bound reveals a violated constraint, but an energy above it does not show that the constraints hold.

## Reduction to occupations, then a threshold

Write $A=UDU^\dagger$ with $U$ unitary and $D=\operatorname{diag}(a_0,\dots,a_{n-1})$. For an effect $E$, put $M=U^\dagger EU$ and $p_i=M_{ii}$. Both $M$ and $I-M=U^\dagger(I-E)U$ are positive semidefinite, so their diagonal entries are real and non-negative, which gives $0\le p_i\le1$. Cyclicity of the trace gives

$$\operatorname{Tr}E=\operatorname{Tr}M=\sum_i p_i,\qquad \operatorname{Tr}(EA)=\operatorname{Tr}(MD)=\sum_i a_ip_i .$$

The off-diagonal entries of $M$ do not contribute, because $D$ is diagonal. Conversely, any numbers $0\le p_i\le1$ come from the effect $E=U\operatorname{diag}(p_0,\dots,p_{n-1})U^\dagger$, with the same two trace formulas.

It remains to bound $\sum_i a_ip_i$ when $\sum_i p_i=k$. Choose a real $c$ with $a_i\ge c$ for $i<k$ and $a_i\le c$ for $i\ge k$. If $k<n$, take $c=a_k$; if $k=n$, any number below all the levels will do. Let $f_i=1$ for $i<k$ and $f_i=0$ otherwise. Then for every $i$

$$(a_i-c)\,p_i\le(a_i-c)\,f_i .$$

For $i<k$ this says $(a_i-c)(1-p_i)\ge0$; for $i\ge k$ it says $(c-a_i)p_i\ge0$. Summing over $i$, with $\sum_ip_i=\sum_if_i=k$, gives

$$\sum_i a_ip_i-ck\le\sum_{i<k}a_i-ck .$$

The terms $ck$ cancel, which leaves the bound. The choice $p_i=f_i$ attains it, and the corresponding $E$ projects onto the first $k$ eigenvectors.

**Sums of matrices.** Let $B$ be another Hermitian $n\times n$ matrix, and let $E$ be an optimal effect for $A+B$. It is also a trial effect for $A$ and for $B$, so

$$S_k(A+B)=\operatorname{Tr}(EA)+\operatorname{Tr}(EB)\le S_k(A)+S_k(B).$$

For $k=n$ each $S_n$ is a trace, and equality holds. Together these relations say that the ordered spectrum of $A+B$ is majorized by the sum of the ordered spectra of $A$ and $B$.

**Fractional trace.** The same threshold handles $\operatorname{Tr}E=k+\theta$ with $k<n$ and $0\le\theta\le1$. With $c=a_k$, the maximum becomes $S_k(A)+\theta a_k$, attained by filling the first $k$ levels and putting $\theta$ into the next. This variant is not among the theorems in the file.

## A two-level instance

Take

$$A=\begin{pmatrix}2&1\\1&2\end{pmatrix},\qquad E_x=\begin{pmatrix}1/2&x\\x&1/2\end{pmatrix},$$

with $x$ real and $k=1$. The eigenvalues of $A$ are $3$ and $1$, so the bound is $3$. The trace of $E_x$ is $1$, its eigenvalues are $1/2\pm x$, and $\operatorname{Tr}(E_xA)=2+2x$.

- At $x=0.4$ the occupations are $0.9$ and $0.1$, and the value is $0.9\cdot3+0.1\cdot1=2.8$.
- At $x=0.5$ the matrix is a projector, and the value is $3$.
- At $x=0.6$ the value is $3.2$, above the bound. The trace is still correct, but the occupations are $1.1$ and $-0.1$, so $E_x$ is not an effect.

## The Lean file

```lean
import Mathlib

open Matrix
open scoped ComplexOrder

namespace KyFanEffects

noncomputable section

variable {ι : Type*} [Fintype ι] [DecidableEq ι]

/-- An effect: a matrix `E` such that both `E` and `1 - E` are positive semidefinite. -/
def IsEffect (E : Matrix ι ι ℂ) : Prop :=
  E.PosSemidef ∧ (1 - E).PosSemidef

/-- The sum of the `k` largest eigenvalues of a Hermitian matrix, counted with multiplicity. -/
def kyFanSum {A : Matrix ι ι ℂ} (hA : A.IsHermitian) (k : ℕ) : ℝ :=
  ∑ i ∈ Finset.univ.filter (fun i : Fin (Fintype.card ι) => (i : ℕ) < k), hA.eigenvalues₀ i

/-- A Hermitian matrix is diagonalized by a unitary, with its decreasingly ordered eigenvalues
on the diagonal up to a relabelling of the basis. -/
theorem exists_diagonalization {A : Matrix ι ι ℂ} (hA : A.IsHermitian) :
    ∃ (U : Matrix ι ι ℂ) (e : ι ≃ Fin (Fintype.card ι)), Uᴴ * U = 1 ∧
      A = U * diagonal (fun i => (hA.eigenvalues₀ (e i) : ℂ)) * Uᴴ := by
  obtain ⟨U, hUdef⟩ : ∃ U : Matrix ι ι ℂ, U = (hA.eigenvectorUnitary : Matrix ι ι ℂ) := ⟨_, rfl⟩
  have hU : Uᴴ * U = 1 := by
    rw [hUdef]
    exact Matrix.mem_unitaryGroup_iff'.mp hA.eigenvectorUnitary.2
  have hcol : ∀ i j, U i j = hA.eigenvectorBasis j i := by
    intro i j
    rw [hUdef]
    exact hA.eigenvectorUnitary_apply i j
  -- the columns of `U` are eigenvectors
  have hAU : A * U = U * diagonal (fun i => (hA.eigenvalues i : ℂ)) := by
    ext i j
    have h := congrFun (hA.mulVec_eigenvectorBasis j) i
    rw [Matrix.mul_diagonal, Matrix.mul_apply]
    simp only [hcol]
    refine h.trans ?_
    rw [Pi.smul_apply, Complex.real_smul]
    exact mul_comm _ _
  have hU' : U * Uᴴ = 1 := mul_eq_one_comm.mp hU
  refine ⟨U, (Fintype.equivOfCardEq (Fintype.card_fin _)).symm, hU, ?_⟩
  calc A = A * (U * Uᴴ) := by rw [hU', mul_one]
    _ = (A * U) * Uᴴ := by rw [mul_assoc]
    _ = _ := by rw [hAU]; rfl

/-- An effect assigns to the ordered eigenvalues of `A` occupations between 0 and 1 that add up
to `Tr E` and whose weighted eigenvalue sum is `Tr (E A)`. -/
theorem occupations_of_effect {A E : Matrix ι ι ℂ} (hA : A.IsHermitian) (hE : IsEffect E) :
    ∃ p : Fin (Fintype.card ι) → ℝ, (∀ i, 0 ≤ p i ∧ p i ≤ 1) ∧
      E.trace = ((∑ i, p i : ℝ) : ℂ) ∧
      (E * A).trace = ((∑ i, hA.eigenvalues₀ i * p i : ℝ) : ℂ) := by
  obtain ⟨U, e, hU, hd⟩ := exists_diagonalization hA
  have hU' : U * Uᴴ = 1 := mul_eq_one_comm.mp hU
  -- `M` is the effect written in the eigenbasis of `A`
  obtain ⟨M, hM⟩ : ∃ M, M = Uᴴ * E * U := ⟨_, rfl⟩
  have h0 : M.PosSemidef := hM ▸ hE.1.conjTranspose_mul_mul_same U
  have h1 : (1 - M).PosSemidef := by
    have h := hE.2.conjTranspose_mul_mul_same U
    rwa [mul_sub, sub_mul, mul_one, hU, ← hM] at h
  have hn : ∀ i, 0 ≤ (M i i).re ∧ 0 = (M i i).im := fun i =>
    Complex.nonneg_iff.mp h0.diag_nonneg
  have hle : ∀ i, (M i i).re ≤ 1 := by
    intro i
    have h := (Complex.nonneg_iff.mp (h1.diag_nonneg (i := i))).1
    simp only [Matrix.sub_apply, Matrix.one_apply_eq, Complex.sub_re, Complex.one_re] at h
    linarith
  have hre : ∀ i, M i i = ((M i i).re : ℂ) := fun i =>
    Complex.ext (by simp) (by simpa using (hn i).2.symm)
  refine ⟨fun j => (M (e.symm j) (e.symm j)).re, fun j => ⟨(hn _).1, hle _⟩, ?_, ?_⟩
  · have ht : E.trace = M.trace := by
      rw [hM, Matrix.trace_mul_cycle, hU', one_mul]
    rw [ht, e.symm.sum_comp (fun i => (M i i).re), Complex.ofReal_sum]
    exact Finset.sum_congr rfl fun i _ => hre i
  · have hs := e.symm.sum_comp (fun i => hA.eigenvalues₀ (e i) * (M i i).re)
    simp only [Equiv.apply_symm_apply] at hs
    have ht : (E * A).trace
        = (M * diagonal (fun i => (hA.eigenvalues₀ (e i) : ℂ))).trace := by
      refine (congrArg (fun X => (E * X).trace) hd).trans ?_
      simp only [hM]
      rw [← mul_assoc, Matrix.trace_mul_comm]
      simp only [mul_assoc]
    rw [ht, hs, Complex.ofReal_sum]
    refine Finset.sum_congr rfl fun i _ => ?_
    rw [Matrix.diag_apply, Matrix.mul_diagonal, Complex.ofReal_mul, ← hre i, mul_comm]

/-- Any occupations between 0 and 1 of the ordered eigenvalues of `A` are realized by an
effect with the corresponding values of `Tr E` and `Tr (E A)`. -/
theorem effect_of_occupations {A : Matrix ι ι ℂ} (hA : A.IsHermitian)
    (p : Fin (Fintype.card ι) → ℝ) (hp : ∀ i, 0 ≤ p i ∧ p i ≤ 1) :
    ∃ E : Matrix ι ι ℂ, IsEffect E ∧ E.trace = ((∑ i, p i : ℝ) : ℂ) ∧
      (E * A).trace = ((∑ i, hA.eigenvalues₀ i * p i : ℝ) : ℂ) := by
  obtain ⟨U, e, hU, hd⟩ := exists_diagonalization hA
  have hU' : U * Uᴴ = 1 := mul_eq_one_comm.mp hU
  obtain ⟨W, hW⟩ : ∃ W : Matrix ι ι ℂ, W = diagonal (fun i => (p (e i) : ℂ)) := ⟨_, rfl⟩
  have h0 : W.PosSemidef := by
    rw [hW]
    exact Matrix.posSemidef_diagonal_iff.mpr fun i => Complex.zero_le_real.mpr (hp _).1
  have h1 : (1 - W).PosSemidef := by
    have h : 1 - W = diagonal (fun i => ((1 - p (e i) : ℝ) : ℂ)) := by
      ext i j
      by_cases hij : i = j
      · subst hij; simp [hW]
      · simp [hW, hij]
    rw [h]
    exact Matrix.posSemidef_diagonal_iff.mpr fun i =>
      Complex.zero_le_real.mpr (sub_nonneg.mpr (hp _).2)
  refine ⟨U * W * Uᴴ, ⟨h0.mul_mul_conjTranspose_same U, ?_⟩, ?_, ?_⟩
  · have h := h1.mul_mul_conjTranspose_same U
    rwa [mul_sub, sub_mul, mul_one, hU'] at h
  · rw [Matrix.trace_mul_cycle, hU, one_mul, hW, Matrix.trace_diagonal, ← e.sum_comp p,
      Complex.ofReal_sum]
  · refine (congrArg (fun X => (U * W * Uᴴ * X).trace) hd).trans ?_
    obtain ⟨D, hD⟩ : ∃ D : Matrix ι ι ℂ,
      D = diagonal (fun i => (hA.eigenvalues₀ (e i) : ℂ)) := ⟨_, rfl⟩
    have h : U * W * Uᴴ * (U * D * Uᴴ) = U * (W * D) * Uᴴ := by
      calc _ = U * W * (Uᴴ * U) * D * Uᴴ := by simp only [mul_assoc]
        _ = _ := by rw [hU, mul_one, mul_assoc U W D]
    simp only [← hD]
    rw [h, Matrix.trace_mul_cycle, hU, one_mul, hW, hD, Matrix.diagonal_mul_diagonal,
      Matrix.trace_diagonal, ← e.sum_comp (fun i => hA.eigenvalues₀ i * p i), Complex.ofReal_sum]
    exact Finset.sum_congr rfl fun i _ => by rw [Complex.ofReal_mul, mul_comm]

/-- Filling the first `k` of `N` levels, one unit each, uses `k` units in total. -/
theorem sum_filling {N k : ℕ} (hk : k ≤ N) :
    ∑ i : Fin N, (if (i : ℕ) < k then (1 : ℝ) else 0) = k := by
  rw [Fin.sum_univ_eq_sum_range (fun i => if i < k then (1 : ℝ) else 0) N, Finset.sum_boole]
  have h : (Finset.range N).filter (fun i => i < k) = Finset.range k := by
    ext i
    simp only [Finset.mem_filter, Finset.mem_range]
    omega
  rw [h, Finset.card_range]

/-- For decreasing levels `a` and occupations between 0 and 1 with total `k`, the weighted sum
of the levels is at most the sum of the first `k` levels. -/
theorem filling_bound {N k : ℕ} (hk : k ≤ N) {a p : Fin N → ℝ} (ha : Antitone a)
    (hp : ∀ i, 0 ≤ p i ∧ p i ≤ 1) (hsum : ∑ i, p i = k) :
    ∑ i, a i * p i ≤ ∑ i ∈ Finset.univ.filter (fun i : Fin N => (i : ℕ) < k), a i := by
  -- a threshold separating the first `k` levels from the others
  obtain ⟨c, hc1, hc2⟩ : ∃ c : ℝ, (∀ i : Fin N, (i : ℕ) < k → c ≤ a i) ∧
      (∀ i : Fin N, ¬ (i : ℕ) < k → a i ≤ c) := by
    by_cases h : k < N
    · exact ⟨a ⟨k, h⟩, fun i hi => ha (Fin.le_def.mpr hi.le),
        fun i hi => ha (Fin.le_def.mpr (not_lt.mp hi))⟩
    · refine ⟨-∑ j, |a j|, fun i _ => ?_, fun i hi => absurd i.isLt (by omega)⟩
      have h1 : |a i| ≤ ∑ j, |a j| :=
        Finset.single_le_sum (f := fun j => |a j|) (fun j _ => abs_nonneg _) (Finset.mem_univ i)
      linarith [neg_abs_le (a i)]
  have hterm : ∀ i, a i * p i ≤ c * p i + (if (i : ℕ) < k then a i else 0)
      - c * (if (i : ℕ) < k then (1 : ℝ) else 0) := by
    intro i
    split_ifs with hi
    · nlinarith [mul_nonneg (sub_nonneg.mpr (hc1 i hi)) (sub_nonneg.mpr (hp i).2)]
    · nlinarith [mul_nonneg (sub_nonneg.mpr (hc2 i hi)) (hp i).1]
  have h := Finset.sum_le_sum fun i (_ : i ∈ Finset.univ) => hterm i
  rw [Finset.sum_sub_distrib, Finset.sum_add_distrib, ← Finset.mul_sum, ← Finset.mul_sum,
    hsum, sum_filling hk] at h
  rw [Finset.sum_filter]
  linarith

/-- Ky Fan principle for effects: the maximum of `Tr (E A)` over all effects `E` of trace `k`
is the sum of the `k` largest eigenvalues of `A`. -/
theorem ky_fan_principle {A : Matrix ι ι ℂ} (hA : A.IsHermitian) {k : ℕ}
    (hk : k ≤ Fintype.card ι) :
    IsGreatest {x : ℝ | ∃ E : Matrix ι ι ℂ, IsEffect E ∧ E.trace = k ∧ (E * A).trace = x}
      (kyFanSum hA k) := by
  constructor
  · -- fill the `k` highest levels completely
    obtain ⟨E, hE, ht, hv⟩ := effect_of_occupations hA
      (fun i => if (i : ℕ) < k then 1 else 0) (fun i => by split_ifs <;> norm_num)
    refine ⟨E, hE, ?_, ?_⟩
    · rw [ht, sum_filling hk, Complex.ofReal_natCast]
    · rw [hv, kyFanSum, Finset.sum_filter]
      simp only [mul_ite, mul_one, mul_zero]
  · rintro x ⟨E, hE, ht, hv⟩
    obtain ⟨p, hp, hpt, hpv⟩ := occupations_of_effect hA hE
    have hsum : ∑ i, p i = k := by
      apply Complex.ofReal_injective
      rw [← hpt, ht, Complex.ofReal_natCast]
    have hx : x = ∑ i, hA.eigenvalues₀ i * p i := Complex.ofReal_injective (hv.symm.trans hpv)
    rw [hx]
    exact filling_bound hk hA.eigenvalues₀_antitone hp hsum

/-- The sum of all eigenvalues of a Hermitian matrix is its trace. -/
theorem kyFanSum_card {A : Matrix ι ι ℂ} (hA : A.IsHermitian) :
    (kyFanSum hA (Fintype.card ι) : ℂ) = A.trace := by
  obtain ⟨U, e, hU, hd⟩ := exists_diagonalization hA
  refine Eq.trans ?_ (congrArg Matrix.trace hd).symm
  rw [Matrix.trace_mul_cycle, hU, one_mul, Matrix.trace_diagonal, kyFanSum,
    Finset.filter_true_of_mem (fun (i : Fin (Fintype.card ι)) _ => i.isLt),
    ← e.sum_comp hA.eigenvalues₀,
    Complex.ofReal_sum]

/-- The ordered spectrum of `A + B` is majorized by the sum of the ordered spectra of `A` and
`B`: each sum of `k` largest eigenvalues is subadditive, with equality for the full sum. -/
theorem spectrum_add_majorized {A B : Matrix ι ι ℂ} (hA : A.IsHermitian) (hB : B.IsHermitian) :
    (∀ k ≤ Fintype.card ι, kyFanSum (hA.add hB) k ≤ kyFanSum hA k + kyFanSum hB k) ∧
      kyFanSum (hA.add hB) (Fintype.card ι)
        = kyFanSum hA (Fintype.card ι) + kyFanSum hB (Fintype.card ι) := by
  constructor
  · intro k hk
    -- an optimal effect for `A + B` is a trial effect for `A` and for `B`
    obtain ⟨E, hE, ht, hv⟩ := (ky_fan_principle (hA.add hB) hk).1
    obtain ⟨p, -, -, hp⟩ := occupations_of_effect hA hE
    obtain ⟨q, -, -, hq⟩ := occupations_of_effect hB hE
    have h1 := (ky_fan_principle hA hk).2 ⟨E, hE, ht, hp⟩
    have h2 := (ky_fan_principle hB hk).2 ⟨E, hE, ht, hq⟩
    rw [mul_add, Matrix.trace_add, hp, hq, ← Complex.ofReal_add] at hv
    have h3 := Complex.ofReal_injective hv
    linarith
  · apply Complex.ofReal_injective
    rw [Complex.ofReal_add, kyFanSum_card, kyFanSum_card, kyFanSum_card, Matrix.trace_add]

end

end KyFanEffects
```

```lean
#print axioms KyFanEffects.kyFanSum_card
-- 'KyFanEffects.kyFanSum_card' depends on axioms: [propext, Classical.choice, Quot.sound]
#print axioms KyFanEffects.spectrum_add_majorized
-- 'KyFanEffects.spectrum_add_majorized' depends on axioms: [propext, Classical.choice, Quot.sound]
```

## How the Lean statements read

The finite type `ι` labels the basis, and `Fintype.card ι` is $n$. The empty basis is allowed. `IsEffect E` is the pair of positivity conditions. `hA.eigenvalues₀` is the decreasing list of eigenvalues with multiplicity, and `kyFanSum hA k` adds those with index below `k`, which is $S_k(A)$.

In `ky_fan_principle`, `IsGreatest` says that $S_k(A)$ belongs to the set of attainable values and that no member of the set exceeds it. The set contains real numbers `x` with `(E * A).trace = x`, an equation between complex numbers. This excludes no effect, because `occupations_of_effect` shows that the trace is real for each of them.

`spectrum_add_majorized` states the inequality for every `k` up to $n$ and the equality at $n$. Both ordered lists decrease, and so does their entrywise sum, so these partial sums are the ones that majorization compares.

## How the proof follows the derivation

`exists_diagonalization` builds $U$ from Mathlib's eigenvector basis. Its bijection `e` matches basis labels with positions in the ordered eigenvalue list; the derivation above absorbs this relabelling into the order of the columns.

`occupations_of_effect` forms $M=U^\dagger EU$, carries both positivity conditions over to it, and reads $p_i$ from its diagonal. `effect_of_occupations` goes the other way, starting from a diagonal matrix `W` of occupations. In both lemmas, `Matrix.trace_mul_cycle` removes the unitaries from the trace of the effect.

`sum_filling` is the count $\sum_if_i=k$. `filling_bound` first produces the threshold `c`, using $-\sum_j|a_j|$ when $k=n$. Its step `hterm` is the termwise inequality; `nlinarith` receives exactly the non-negative product used in each of the two cases. Summation and `linarith` finish the bound.

The two halves of `ky_fan_principle` are attainment by full occupation of the first $k$ levels and the upper bound from `filling_bound`. `kyFanSum_card` identifies $S_n(A)$ with the trace. `spectrum_add_majorized` then evaluates one optimal effect for $A+B$ on both summands.

## Exact matrices, fixed Hamiltonian, orthonormal basis

The theorems concern exact complex matrices of finite size. They do not certify an eigensolver or supply a rounding tolerance, so a numerical test needs its own allowance for errors in the trace, the occupations and the eigenvalues.

The matrix $A$ is fixed. In a self-consistent calculation the bound applies to each Hamiltonian matrix separately, and not to the total energy as a functional of $P$. A non-orthogonal basis must be orthonormalised before $0\le P\le I$ has the meaning used here. The entropy term of a finite-temperature functional is absent.

Ky Fan's principle is often stated for orthonormal families or projectors. Here the upper bound covers every effect of trace $k$, including projectors of rank $k$. The theorem's statement promises an optimal effect without saying that it is a projector; that property is visible in the construction. Nor does the theorem claim uniqueness: if $0<k<n$ and $a_{k-1}=a_k$, occupation can be shared between the two levels at no cost.
